# The cubic sum rule makes strained force constants independent of the origin and, if all zero modes are translations, of the chosen relaxation

For finitely many atoms with cubic force constants $\Psi$, the first-order change of the harmonic force constants under strain is the same for every choice of coordinate origin, for all strains, exactly when $\sum_k \Psi(ia,jb,kc)=0$ for all $i,a,j,b,c$. If, in addition, every zero mode of the harmonic constants $\Phi$ is a rigid translation, then all internal relaxations $w$ that solve $\Phi w=f$ for a given $f$ lead to the same change. The Grüneisen parameter of a displacement pattern $u$ with $u\cdot\Phi u\neq 0$ then depends neither on the origin nor on the chosen solution.

## Force constants under strain

Let $i,j,k$ label atoms and $a,b,c$ Cartesian directions. The harmonic constants $\Phi(ia,jb)$ are second derivatives of the potential energy with respect to atomic displacements, and the cubic constants $\Psi(ia,jb,kc)$ are third derivatives. A homogeneous strain $\eta$, a real $3\times3$ matrix, moves the atom at $r_k$ by $\eta r_k$. The atoms may also relax by internal displacements $w_k$. To first order, the force constants change by the following array, called the strained block below:

$$
d\Phi(ia,jb)=\sum_{k,c}\Psi(ia,jb,kc)\,\bigl((\eta r_k)_c+w_{kc}\bigr).
$$

Two arbitrary choices enter here. The positions $r_k$ refer to an origin, and $w$ is fixed by a force balance $\Phi w=f$ only up to zero modes of $\Phi$. Here $f$ is a given set of forces on the atoms, the same for every origin, and it is not derived from $\eta$. If $f$ were the full harmonic restoring force $-\Phi(\eta r)$ of the finite system, $w_k=-\eta r_k$ would be a solution; the atoms would return to their starting positions and $d\Phi$ would vanish. The cubic acoustic sum rule removes the dependence on the origin and, if all zero modes are rigid translations, also the dependence on the choice of $w$. It expresses translation invariance: if all atoms move together, the energy and hence its second derivatives stay the same.

The Grüneisen parameter $\gamma$ of a pattern $u$ is defined by

$$
2\gamma\,(u\cdot\Phi u)=-\,u\cdot d\Phi\,u .
$$

For a non-degenerate normal mode of frequency $\omega>0$, with $u$ the atomic displacements themselves ($\Phi u=\omega^2Mu$, where the diagonal matrix $M$ holds the masses) and not the mass-weighted eigenvector, this is $\gamma=-d\omega/\omega$ per unit of the strain $\eta$. For a uniform dilation with $\operatorname{tr}\eta=1$, that is, with $\eta$ equal to one third of the unit matrix, it equals $-d\ln\omega/d\ln V$, where $V$ is the volume.

In this finite, first-order model, cubic constants that violate the sum rule, for instance after truncation or fitting, can give Grüneisen parameters that change with the origin.

## Rigid shifts and the summed constants

Write $S_c=\sum_k\Psi(ia,jb,kc)$ for fixed $i,a,j,b$. Replacing every $r_k$ by $r_k+t$ gives

$$
\sum_{k,c}\Psi(ia,jb,kc)\bigl((\eta r_k)_c+(\eta t)_c+w_{kc}\bigr)
=d\Phi(ia,jb)+\sum_c S_c\,(\eta t)_c ,
$$

because $(\eta t)_c$ does not depend on $k$. In the same way, replacing every $w_k$ by $w_k+t$ adds $\sum_c S_c t_c$.

**Origin.** If all $S_c$ vanish, the extra term is zero for every $\eta$ and $t$. Conversely, suppose that the extra term always vanishes. Take $\eta=1$ and let $t$ be the unit vector along $c$. The term reduces to $S_c$, so $S_c=0$. Since $i,a,j,b,c$ were arbitrary, the sum rule follows.

**Relaxation.** Let $\Phi w=f$ and $\Phi w'=f$. By linearity, $\Phi(w'-w)=0$. If all zero modes are rigid translations, there is a vector $t$ with $w'_k=w_k+t$ for all $k$. The two strained blocks then differ by $\sum_c S_ct_c$, which the sum rule sets to zero.

**Necessity for relaxation.** Suppose that $\Phi$ also annihilates every rigid translation. Then $w=0$ and the unit translation along $c$ both satisfy $\Phi w=0$. If they give the same block, then $S_c=0$. The added assumption matters: for an invertible $\Phi$ the relaxation is unique, and its independence says nothing about $\Psi$.

**Grüneisen parameter.** Let $\gamma$ and $\gamma'$ be computed with different origins and different solutions of the same equation $\Phi w=f$. Both blocks are equal, so $2\gamma\,(u\cdot\Phi u)=2\gamma'\,(u\cdot\Phi u)$. Division by $2\,(u\cdot\Phi u)\neq0$ gives $\gamma=\gamma'$.

## One atom and two atoms

For a single atom the sum over $k$ has one term, so the sum rule forces $\Psi=0$ and the strained block vanishes. Every displacement of one atom is a translation. If $\Phi$ is translation invariant it is therefore zero as well, and no pattern has $u\cdot\Phi u\ne0$.

Two atoms already give a non-zero response. With relative displacement $d_a=u_{0a}-u_{1a}$, take the energy $\sum_a\bigl(\tfrac12 d_a^2+\tfrac16 d_a^3\bigr)$ in dimensionless units. Its constants obey the sum rule, and its zero modes are exactly the rigid translations. For atoms at $(1,0,0)$ and the origin, with $\eta=1$ and $w=0$, the entry $d\Phi(0x,0x)$ equals $1$.

## How the Lean statements encode the model

The finite type `A` holds the atoms, and `Fin 3` the Cartesian directions. `AtomVectors A` serves for positions, displacements and the right-hand side $f$. `Harmonic A` and `Cubic A` are arbitrary real arrays, with no permutation symmetry imposed. `applyHarmonic Φ u` is $\Phi u$, `quadForm K u` is $u\cdot Ku$, and `strainedBlock Ψ r η w` is $d\Phi$. The matrix `η` need not be symmetric.

`origin_independent_iff` fixes `r` and `w` and quantifies over all `η` and `t`. `relaxation_independent` assumes `OnlyRigidZeroModes Φ` and `CubicSumRule Ψ`, and compares two given solutions for the same `f`; it does not claim that a solution exists. `relaxation_independent_iff` adds the hypothesis `hT`, that $\Phi$ annihilates translations, and obtains an equivalence at any fixed `r` and `η`.

In `gruneisen_unique`, the values `γ` and `γ'` belong to the origins before and after the shift `t`, with relaxations `w` and `w'`. The predicate `IsGruneisen` contains no division. If $u\cdot\Phi u=0$, its equation is satisfied either by every $\gamma$ or by none, which is why `hu` is needed. The pattern `u` need not be a normal mode.

The sum rule is a hypothesis on the array; it is not derived from an energy function. The zero-mode condition is also restrictive. A free molecule with atoms at distinct positions in equilibrium has rotational zero modes too, so it does not satisfy the condition. The two-atom model avoids them because its springs are tied to the Cartesian axes. Nor does the finite sum treat a periodic crystal, where the strain term runs over atoms in all cells.

## Fixing the centre of the displacements

The relaxation could also be modelled with the constraint $\sum_k w_k=0$. Two constrained solutions that differ by a translation $t$ must then be equal, since summing their difference over $N\geq1$ atoms gives $Nt=0$. Relaxation independence would follow from the zero-mode condition alone, without the sum rule. The origin criterion would stay as it is. The unconstrained version used here shows that, under the sum rule and the zero-mode condition, the strained block does not depend on such a convention.

## The Lean file

```lean
import Mathlib

open Matrix

namespace GruneisenSumRule

noncomputable section

variable {A : Type*} [Fintype A]

/-- The positions or displacements of all atoms, in Cartesian components. -/
abbrev AtomVectors (A : Type*) := A → Fin 3 → ℝ

/-- Harmonic force constants, indexed by two atoms and two Cartesian directions. -/
abbrev Harmonic (A : Type*) := A → Fin 3 → A → Fin 3 → ℝ

/-- Cubic force constants, indexed by three atoms and three Cartesian directions. -/
abbrev Cubic (A : Type*) := A → Fin 3 → A → Fin 3 → A → Fin 3 → ℝ

/-- Add the same vector `t` to the vector of every atom. -/
def translate (t : Fin 3 → ℝ) (r : AtomVectors A) : AtomVectors A :=
  fun k => r k + t

/-- The harmonic force constants applied to a displacement pattern, `Φ u`. -/
def applyHarmonic (Φ : Harmonic A) (u : AtomVectors A) : AtomVectors A :=
  fun i a => ∑ j, ∑ b, Φ i a j b * u j b

/-- The first-order change of the force constants under the strain `η` and the
internal displacements `w`. -/
def strainedBlock (Ψ : Cubic A) (r : AtomVectors A) (η : Matrix (Fin 3) (Fin 3) ℝ)
    (w : AtomVectors A) : Harmonic A :=
  fun i a j b => ∑ k, ∑ c, Ψ i a j b k c * ((η *ᵥ r k) c + w k c)

/-- The cubic acoustic sum rule: the cubic constants summed over the third atom vanish. -/
def CubicSumRule (Ψ : Cubic A) : Prop :=
  ∀ i a j b c, ∑ k, Ψ i a j b k c = 0

/-- Every zero mode of the harmonic force constants is a rigid translation. -/
def OnlyRigidZeroModes (Φ : Harmonic A) : Prop :=
  ∀ u, applyHarmonic Φ u = 0 → ∃ t, ∀ k, u k = t

/-- The quadratic form `u · K u` of a force-constant array in a displacement pattern. -/
def quadForm (K : Harmonic A) (u : AtomVectors A) : ℝ :=
  ∑ i, ∑ a, ∑ j, ∑ b, u i a * K i a j b * u j b

/-- `γ` is a Grüneisen parameter of the pattern `u` when the force constants `Φ` change
by `dΦ`: `2 γ (u · Φ u) = - u · dΦ u`. -/
def IsGruneisen (Φ dΦ : Harmonic A) (u : AtomVectors A) (γ : ℝ) : Prop :=
  2 * γ * quadForm Φ u = -quadForm dΦ u

/-- A common vector `x` added to all atoms enters a linear response only through the
coefficients summed over atoms. -/
theorem sum_add_rigid (g y : AtomVectors A) (x : Fin 3 → ℝ) :
    ∑ k, ∑ c, g k c * (y k c + x c) =
      ∑ k, ∑ c, g k c * y k c + ∑ c, (∑ k, g k c) * x c := by
  have h : ∑ c, (∑ k, g k c) * x c = ∑ k, ∑ c, g k c * x c := by
    simp only [Finset.sum_mul]
    exact Finset.sum_comm
  rw [h]
  simp only [mul_add, Finset.sum_add_distrib]

/-- Moving the origin by `t` changes the strained block by the summed cubic constants
contracted with `η t`. -/
theorem strainedBlock_translate_origin (Ψ : Cubic A) (r w : AtomVectors A)
    (η : Matrix (Fin 3) (Fin 3) ℝ) (t : Fin 3 → ℝ) (i : A) (a : Fin 3) (j : A) (b : Fin 3) :
    strainedBlock Ψ (translate t r) η w i a j b =
      strainedBlock Ψ r η w i a j b + ∑ c, (∑ k, Ψ i a j b k c) * (η *ᵥ t) c := by
  unfold strainedBlock
  rw [← sum_add_rigid (Ψ i a j b) (fun k c => (η *ᵥ r k) c + w k c) (η *ᵥ t)]
  refine Finset.sum_congr rfl fun k _ => Finset.sum_congr rfl fun c _ => ?_
  have h : η *ᵥ translate t r k = η *ᵥ r k + η *ᵥ t := Matrix.mulVec_add η (r k) t
  rw [h, Pi.add_apply]
  ring

/-- Adding a rigid translation `t` to the internal displacements changes the strained
block by the summed cubic constants contracted with `t`. -/
theorem strainedBlock_translate_relaxation (Ψ : Cubic A) (r w : AtomVectors A)
    (η : Matrix (Fin 3) (Fin 3) ℝ) (t : Fin 3 → ℝ) (i : A) (a : Fin 3) (j : A) (b : Fin 3) :
    strainedBlock Ψ r η (translate t w) i a j b =
      strainedBlock Ψ r η w i a j b + ∑ c, (∑ k, Ψ i a j b k c) * t c := by
  unfold strainedBlock
  rw [← sum_add_rigid (Ψ i a j b) (fun k c => (η *ᵥ r k) c + w k c) t]
  refine Finset.sum_congr rfl fun k _ => Finset.sum_congr rfl fun c _ => ?_
  simp only [translate, Pi.add_apply]
  ring

/-- The strained block is independent of the origin, for all strains and all shifts,
exactly when the cubic acoustic sum rule holds. -/
theorem origin_independent_iff (Ψ : Cubic A) (r w : AtomVectors A) :
    (∀ η t, strainedBlock Ψ (translate t r) η w = strainedBlock Ψ r η w) ↔
      CubicSumRule Ψ := by
  constructor
  · intro h i a j b c
    -- unit strain matrix and a unit shift along `c` isolate one summed constant
    have e := strainedBlock_translate_origin Ψ r w 1 (Pi.single c 1) i a j b
    rw [h, Matrix.one_mulVec] at e
    have z : ∑ d, (∑ k, Ψ i a j b k d) * (Pi.single c 1 : Fin 3 → ℝ) d = 0 := by
      linarith
    simpa [Pi.single_apply] using z
  · intro h η t
    ext i a j b
    rw [strainedBlock_translate_origin]
    simp [h i a j b]

/-- If all zero modes are rigid translations and the cubic sum rule holds, any two
relaxations solving `Φ w = f` give the same strained block. -/
theorem relaxation_independent {Φ : Harmonic A} {Ψ : Cubic A} (hΦ : OnlyRigidZeroModes Φ)
    (hΨ : CubicSumRule Ψ) (r : AtomVectors A) (η : Matrix (Fin 3) (Fin 3) ℝ)
    {f w w' : AtomVectors A} (hw : applyHarmonic Φ w = f) (hw' : applyHarmonic Φ w' = f) :
    strainedBlock Ψ r η w' = strainedBlock Ψ r η w := by
  -- the difference of two relaxations is a zero mode
  have hd : applyHarmonic Φ (w' - w) = 0 := by
    have e : applyHarmonic Φ (w' - w) = applyHarmonic Φ w' - applyHarmonic Φ w := by
      ext i a
      simp [applyHarmonic, mul_sub, Finset.sum_sub_distrib]
    rw [e, hw, hw', sub_self]
  obtain ⟨t, ht⟩ := hΦ _ hd
  have e : w' = translate t w := by
    ext k c
    have h := congrFun (ht k) c
    simp only [Pi.sub_apply] at h
    simp only [translate, Pi.add_apply]
    linarith
  rw [e]
  ext i a j b
  rw [strainedBlock_translate_relaxation]
  simp [hΨ i a j b]

/-- When the zero modes of `Φ` are exactly the rigid translations, the strained block is
the same for all relaxations with equal `Φ w` if and only if the cubic sum rule holds. -/
theorem relaxation_independent_iff {Φ : Harmonic A} (hΦ : OnlyRigidZeroModes Φ)
    (hT : ∀ t : Fin 3 → ℝ, applyHarmonic Φ (fun _ => t) = 0) (Ψ : Cubic A)
    (r : AtomVectors A) (η : Matrix (Fin 3) (Fin 3) ℝ) :
    (∀ w w', applyHarmonic Φ w = applyHarmonic Φ w' →
      strainedBlock Ψ r η w = strainedBlock Ψ r η w') ↔ CubicSumRule Ψ := by
  constructor
  · intro h i a j b c
    -- compare no displacement with a unit translation along `c`
    have e0 : translate (Pi.single c 1) (0 : AtomVectors A) = fun _ => Pi.single c 1 := by
      funext k
      exact zero_add _
    have e1 : applyHarmonic Φ 0 = applyHarmonic Φ (translate (Pi.single c 1) 0) := by
      rw [e0, hT]
      exact hT 0
    have e := strainedBlock_translate_relaxation Ψ r 0 η (Pi.single c 1) i a j b
    rw [← h _ _ e1] at e
    have z : ∑ d, (∑ k, Ψ i a j b k d) * (Pi.single c 1 : Fin 3 → ℝ) d = 0 := by
      linarith
    simpa [Pi.single_apply] using z
  · intro h w w' hw
    exact relaxation_independent hΦ h r η rfl hw

/-- If all zero modes are rigid translations and the cubic sum rule holds, then for a pattern with
`u · Φ u ≠ 0` the Grüneisen parameter depends neither on the origin nor on which solution of `Φ w =
f` is used. -/
theorem gruneisen_unique {Φ : Harmonic A} {Ψ : Cubic A} (hΦ : OnlyRigidZeroModes Φ)
    (hΨ : CubicSumRule Ψ) (r : AtomVectors A) (η : Matrix (Fin 3) (Fin 3) ℝ)
    (t : Fin 3 → ℝ) {f w w' u : AtomVectors A} (hw : applyHarmonic Φ w = f)
    (hw' : applyHarmonic Φ w' = f) (hu : quadForm Φ u ≠ 0) {γ γ' : ℝ}
    (hγ : IsGruneisen Φ (strainedBlock Ψ r η w) u γ)
    (hγ' : IsGruneisen Φ (strainedBlock Ψ (translate t r) η w') u γ') : γ = γ' := by
  rw [(origin_independent_iff Ψ r w').2 hΨ η t,
    relaxation_independent hΦ hΨ r η hw hw'] at hγ'
  unfold IsGruneisen at hγ hγ'
  apply mul_right_cancel₀ hu
  linarith

/-- The signs with which two atoms enter their relative displacement. -/
def sgn : Fin 2 → ℝ := ![1, -1]

/-- Harmonic constants of two atoms joined by a unit spring along each Cartesian axis. -/
def springΦ : Harmonic (Fin 2) :=
  fun i a j b => sgn i * sgn j * if a = b then 1 else 0

/-- Cubic constants of two atoms joined by an anharmonic spring along each Cartesian axis. -/
def springΨ : Cubic (Fin 2) :=
  fun i a j b k c => sgn i * sgn j * sgn k * if a = b ∧ b = c then 1 else 0

/-- The two-atom spring model obeys the cubic sum rule, its zero modes are exactly the
rigid translations, and one entry of its strained block equals one. -/
theorem spring_witness :
    CubicSumRule springΨ ∧
    (∀ u, applyHarmonic springΦ u = 0 ↔ ∃ t, ∀ k, u k = t) ∧
    strainedBlock springΨ ![![1, 0, 0], 0] 1 0 0 0 0 0 = 1 := by
  have s0 : sgn 0 = 1 := rfl
  have s1 : sgn 1 = -1 := rfl
  refine ⟨?_, ?_, ?_⟩
  · intro i a j b c
    rw [Fin.sum_univ_two]
    simp only [springΨ, s0, s1]
    ring
  · intro u
    -- only the relative displacement is felt by the spring
    have key : ∀ i a, applyHarmonic springΦ u i a = sgn i * (u 0 a - u 1 a) := by
      intro i a
      simp only [applyHarmonic, springΦ, Fin.sum_univ_two, s0, s1, mul_ite, ite_mul,
        mul_one, mul_zero, zero_mul, Finset.sum_ite_eq, Finset.mem_univ, if_true]
      ring
    constructor
    · intro h
      have hd : ∀ a, u 1 a = u 0 a := by
        intro a
        have e := key 0 a
        rw [h, s0] at e
        simp only [Pi.zero_apply] at e
        linarith
      refine ⟨u 0, fun k => ?_⟩
      fin_cases k
      · rfl
      · exact funext hd
    · rintro ⟨t, ht⟩
      ext i a
      rw [key, ht 0, ht 1]
      simp
  · simp [strainedBlock, springΨ, Fin.sum_univ_two, s0, s1]

end

end GruneisenSumRule
```

```lean
#print axioms GruneisenSumRule.relaxation_independent_iff
#print axioms GruneisenSumRule.gruneisen_unique
```

```
'GruneisenSumRule.relaxation_independent_iff' depends on axioms: [propext, Classical.choice, Quot.sound]
'GruneisenSumRule.gruneisen_unique' depends on axioms: [propext, Classical.choice, Quot.sound]
```

## From the shift formulas to the equivalences

The algebra common to both kinds of shift is in `sum_add_rigid`. It splits a linear response to $y_k+x$ into the response to $y$ and the coefficients summed over atoms, contracted with $x$. `Finset.sum_comm` exchanges the sums over atoms and directions.

`strainedBlock_translate_origin` applies this with $x=\eta t$ and uses `Matrix.mulVec_add` to split $\eta(r_k+t)$. `strainedBlock_translate_relaxation` applies it with $x=t$. These are the two shift formulas derived above, stated entry by entry.

In `origin_independent_iff`, the forward direction inserts the unit matrix `1` and the unit vector `Pi.single c 1`. The assumed invariance makes the two blocks in the shift formula equal, `linarith` concludes that the extra term is zero, and `simpa` reduces that term to the single sum $S_c$. The reverse direction rewrites with the shift formula and uses the sum rule to remove the extra term.

`relaxation_independent` first proves `hd`, the statement $\Phi(w'-w)=0$, from linearity. The hypothesis `hΦ` then supplies the translation `t`, and the equation `e` expresses `w'` as `translate t w`. The second shift formula and the sum rule finish the argument.

For the converse in `relaxation_independent_iff`, `e1` records that zero displacement and a unit translation have the same image under $\Phi$. The assumed equality of their blocks again isolates $S_c$. The other direction calls `relaxation_independent`, with the common image as `f`.

`gruneisen_unique` uses both results to rewrite the second Grüneisen equation with the original origin and relaxation. After `mul_right_cancel₀ hu`, the goal is $\gamma\,(u\cdot\Phi u)=\gamma'\,(u\cdot\Phi u)$, which `linarith` obtains from the two defining equations.

Finally, `spring_witness` checks the two-atom example. Its central step, `key`, computes $(\Phi u)_{ia}=s_i(u_{0a}-u_{1a})$ with $s_0=1$ and $s_1=-1$. This vanishes for all $i$ and $a$ exactly when both atoms have the same displacement. The sum rule follows from $s_0+s_1=0$, and direct evaluation gives the block entry $1$.
